# On a ring, the five-point kinetic energy is never below the three-point one, and for a normalised state exceeds it by at most 2/(3h²)

One particle lives on a ring of finitely many sites with spacing h > 0, in a real site potential, and its kinetic energy −½ d²/dx² is discretised by either the three-point or the five-point formula. For every real vector ψ, `stencil_difference` states that the five-point value of ψ·Hψ minus the three-point value is the sum of the squared second differences of ψ, divided by 24h². It also states that this difference lies between 0 and 2/(3h²) times ψ·ψ; ψ need not be normalised, and when it is, the two values are energy expectation values. The attempt shifts sums round the ring to get the identity, then bounds the sum of squares by 16 ψ·ψ.

The first attempt, which Lean rejects:

```lean
import Mathlib

open Matrix

namespace StencilDifference

noncomputable section

variable {N : ℕ} [NeZero N] {H : Matrix (ZMod N) (ZMod N) ℝ} (hH : H.IsHermitian)

/-- The cyclic hop by `d` sites: it sends `ψ` to the function `j ↦ ψ (j + d)`. -/
def hop (d : ZMod N) : Matrix (ZMod N) (ZMod N) ℝ :=
  Matrix.of fun i j => if j = i + d then 1 else 0

/-- The three-point Hamiltonian on the ring, for spacing `h ≠ 0` and site potential `V`. -/
def threePoint (h : ℝ) (V : ZMod N → ℝ) : Matrix (ZMod N) (ZMod N) ℝ :=
  (1 / (2 * h ^ 2)) • ((2 : ℝ) • 1 - hop 1 - hop (-1)) + diagonal V

/-- The five-point Hamiltonian on the ring, for spacing `h ≠ 0` and site potential `V`. -/
def fivePoint (h : ℝ) (V : ZMod N → ℝ) : Matrix (ZMod N) (ZMod N) ℝ :=
  (1 / (24 * h ^ 2)) •
    ((30 : ℝ) • 1 - (16 : ℝ) • (hop 1 + hop (-1)) + hop 2 + hop (-2)) + diagonal V

/-- The two Hamiltonians act by the three-point and five-point finite-difference formulas. -/
theorem stencil_action (h : ℝ) (V ψ : ZMod N → ℝ) (j : ZMod N) :
    (threePoint h V *ᵥ ψ) j =
      -(ψ (j + 1) - 2 * ψ j + ψ (j - 1)) / (2 * h ^ 2) + V j * ψ j ∧
    (fivePoint h V *ᵥ ψ) j =
      -(-ψ (j + 2) + 16 * ψ (j + 1) - 30 * ψ j + 16 * ψ (j - 1) - ψ (j - 2)) / (24 * h ^ 2)
        + V j * ψ j := by
  have hop_act : ∀ d : ZMod N, (hop d *ᵥ ψ) j = ψ (j + d) := fun d => by
    simp [hop, Matrix.mulVec, dotProduct]
  constructor <;>
  · simp only [threePoint, fivePoint, add_mulVec, sub_mulVec, smul_mulVec, one_mulVec,
      Pi.add_apply, Pi.sub_apply, Pi.smul_apply, smul_eq_mul, mulVec_diagonal, hop_act,
      ← sub_eq_add_neg]
    ring

/-- For `h > 0` the five-point energy minus the three-point energy is the sum of squared second
differences over `24 h²`; it lies between zero and `2 / (3 h²)` times the squared norm. -/
theorem stencil_difference {h : ℝ} (hh : 0 < h) (V ψ : ZMod N → ℝ) :
    24 * h ^ 2 * (ψ ⬝ᵥ fivePoint h V *ᵥ ψ - ψ ⬝ᵥ threePoint h V *ᵥ ψ) =
      ∑ j, (ψ (j + 1) - 2 * ψ j + ψ (j - 1)) ^ 2 ∧
    ψ ⬝ᵥ threePoint h V *ᵥ ψ ≤ ψ ⬝ᵥ fivePoint h V *ᵥ ψ ∧
    ψ ⬝ᵥ fivePoint h V *ᵥ ψ ≤ ψ ⬝ᵥ threePoint h V *ᵥ ψ + 2 / (3 * h ^ 2) * (ψ ⬝ᵥ ψ) := by
  -- translation invariance of sums over the ring
  have s1 : ∑ j, ψ (j + 1) ^ 2 = ∑ j, ψ j ^ 2 :=
    (Equiv.addRight (1 : ZMod N)).sum_comp fun j => ψ j ^ 2
  have s2 : ∑ j, ψ (j - 1) ^ 2 = ∑ j, ψ j ^ 2 :=
    (Equiv.subRight (1 : ZMod N)).sum_comp fun j => ψ j ^ 2
  have s3 : ∑ j, ψ (j + 1) * ψ (j - 1) = ∑ j, ψ j * ψ (j - 2) := by
    rw [← (Equiv.addRight (1 : ZMod N)).sum_comp fun j => ψ j * ψ (j - 2)]
    refine Finset.sum_congr rfl fun j _ => ?_
    change _ = ψ (j + 1) * ψ (j + 1 - 2)
    rw [show j + 1 - 2 = j - 1 by ring]
  have s4 : ∑ j, ψ (j + 1) * ψ (j - 1) = ∑ j, ψ j * ψ (j + 2) := by
    rw [← (Equiv.subRight (1 : ZMod N)).sum_comp fun j => ψ j * ψ (j + 2)]
    refine Finset.sum_congr rfl fun j _ => ?_
    change _ = ψ (j - 1) * ψ (j - 1 + 2)
    rw [show j - 1 + 2 = j + 1 by ring, mul_comm]
  have key : ∑ j, ((ψ (j + 1) - 2 * ψ j + ψ (j - 1)) ^ 2
      - (24 * h ^ 2 * (ψ j * (fivePoint h V *ᵥ ψ) j)
        - 24 * h ^ 2 * (ψ j * (threePoint h V *ᵥ ψ) j))
      - ((ψ (j + 1) ^ 2 - ψ j ^ 2) + (ψ (j - 1) ^ 2 - ψ j ^ 2)
        + (ψ (j + 1) * ψ (j - 1) - ψ j * ψ (j - 2))
        + (ψ (j + 1) * ψ (j - 1) - ψ j * ψ (j + 2)))) = 0 := by
    refine Finset.sum_eq_zero fun j _ => ?_
    rw [(stencil_action h V ψ j).1, (stencil_action h V ψ j).2]
    field_simp
    ring
  simp only [Finset.sum_sub_distrib, Finset.sum_add_distrib, ← Finset.mul_sum] at key
  have hid : 24 * h ^ 2 * (ψ ⬝ᵥ fivePoint h V *ᵥ ψ - ψ ⬝ᵥ threePoint h V *ᵥ ψ) =
      ∑ j, (ψ (j + 1) - 2 * ψ j + ψ (j - 1)) ^ 2 := by
    simp only [dotProduct]
    linarith
  have hS : 0 ≤ ∑ j, (ψ (j + 1) - 2 * ψ j + ψ (j - 1)) ^ 2 :=
    Finset.sum_nonneg fun j _ => sq_nonneg _
  have hU : ∑ j, (ψ (j + 1) - 2 * ψ j + ψ (j - 1)) ^ 2 ≤ 16 * (ψ ⬝ᵥ ψ) := by
    have p : ∑ j, (ψ (j + 1) - 2 * ψ j + ψ (j - 1)) ^ 2 ≤
        ∑ j, (4 * ψ (j + 1) ^ 2 + 8 * ψ j ^ 2 + 4 * ψ (j - 1) ^ 2) :=
      Finset.sum_le_sum fun j _ => by
        nlinarith [sq_nonneg (ψ (j + 1) + ψ j), sq_nonneg (ψ j + ψ (j - 1)),
          sq_nonneg (ψ (j + 1) - ψ (j - 1))]
    simp only [Finset.sum_add_distrib, ← Finset.mul_sum, s1, s2] at p
    simp only [dotProduct, ← sq]
    linarith
  have hc : 0 < 24 * h ^ 2 := by positivity
  refine ⟨hid, le_of_mul_le_mul_left (by linarith) hc, le_of_mul_le_mul_left ?_ hc⟩
  have e : (2 : ℝ) = 2 / (3 * h ^ 2) * (3 * h ^ 2) := (div_eq_iff (by positivity)).1 rfl
  have e2 : 24 * h ^ 2 * (2 / (3 * h ^ 2) * (ψ ⬝ᵥ ψ)) = 16 * (ψ ⬝ᵥ ψ) := by
    linear_combination (-8 * (ψ ⬝ᵥ ψ)) * e
  rw [mul_add, e2]
  linarith

end

end StencilDifference
```

Compiling this gives:

```
Main.lean:48:43: error: Application type mismatch: The argument
  fun j => ψ j ^ 2
has type
  ZMod N → ℝ
but is expected to have type
  Finset (ZMod N)
in the application
  Equiv.Perm.sum_comp (Equiv.addRight 1) fun j => ψ j ^ 2
Main.lean:52:49: error: Application type mismatch: The argument
  fun j => ψ j * ψ (j - 2)
has type
  ZMod N → ℝ
but is expected to have type
  Finset (ZMod N)
in the application
  Equiv.Perm.sum_comp (Equiv.addRight 1) fun j => ψ j * ψ (j - 2)
```

What went wrong. Both messages concern `(Equiv.addRight 1).sum_comp`. Mathlib gives `Equiv.addRight 1` the type `Equiv.Perm (ZMod N)`, so the dot notation picks `Equiv.Perm.sum_comp`, as the messages show. That lemma's next explicit argument is a `Finset`, and it was handed the function to be summed. The lemma wanted was `Equiv.sum_comp`, which takes the function directly.

The repair calls `Equiv.sum_comp` by its full name, once, in a general shift lemma `sh`, and this cures both errors. The two uses of `Equiv.subRight` drew no message; they are replaced because `sh` now supplies all four sums.

Some later edits follow from this. `e1`, `e2` and `add_sub_cancel_right` simplify the shifted indices, and the last product in `key` becomes `ψ (j + 2) * ψ j` to match the new `s4`. `s1` and `s2` leave the `simp only` call, since `linarith` can use them from the context. Renaming the later `e2` to `e'` is mere tidying, to avoid reusing a name.

The repair, with which the file compiles:

```diff
@@ -44,19 +44,14 @@
     ψ ⬝ᵥ threePoint h V *ᵥ ψ ≤ ψ ⬝ᵥ fivePoint h V *ᵥ ψ ∧
     ψ ⬝ᵥ fivePoint h V *ᵥ ψ ≤ ψ ⬝ᵥ threePoint h V *ᵥ ψ + 2 / (3 * h ^ 2) * (ψ ⬝ᵥ ψ) := by
-  -- translation invariance of sums over the ring
-  have s1 : ∑ j, ψ (j + 1) ^ 2 = ∑ j, ψ j ^ 2 :=
-    (Equiv.addRight (1 : ZMod N)).sum_comp fun j => ψ j ^ 2
-  have s2 : ∑ j, ψ (j - 1) ^ 2 = ∑ j, ψ j ^ 2 :=
-    (Equiv.subRight (1 : ZMod N)).sum_comp fun j => ψ j ^ 2
-  have s3 : ∑ j, ψ (j + 1) * ψ (j - 1) = ∑ j, ψ j * ψ (j - 2) := by
-    rw [← (Equiv.addRight (1 : ZMod N)).sum_comp fun j => ψ j * ψ (j - 2)]
-    refine Finset.sum_congr rfl fun j _ => ?_
-    change _ = ψ (j + 1) * ψ (j + 1 - 2)
-    rw [show j + 1 - 2 = j - 1 by ring]
-  have s4 : ∑ j, ψ (j + 1) * ψ (j - 1) = ∑ j, ψ j * ψ (j + 2) := by
-    rw [← (Equiv.subRight (1 : ZMod N)).sum_comp fun j => ψ j * ψ (j + 2)]
-    refine Finset.sum_congr rfl fun j _ => ?_
-    change _ = ψ (j - 1) * ψ (j - 1 + 2)
-    rw [show j - 1 + 2 = j + 1 by ring, mul_comm]
+  -- sums over the ring are invariant under translation
+  have sh : ∀ f : ZMod N → ℝ, ∑ j, f (j + 1) = ∑ j, f j := fun f =>
+    Equiv.sum_comp (Equiv.addRight (1 : ZMod N)) f
+  have e1 : ∀ j : ZMod N, j + 1 - 2 = j - 1 := fun j => by ring
+  have e2 : ∀ j : ZMod N, j + 1 + 1 = j + 2 := fun j => by ring
+  have s1 := sh fun j => ψ j ^ 2
+  have s2 := sh fun j => ψ (j - 1) ^ 2
+  have s3 := sh fun j => ψ j * ψ (j - 2)
+  have s4 := sh fun j => ψ (j + 1) * ψ (j - 1)
+  simp only [add_sub_cancel_right, e1, e2] at s2 s3 s4
   have key : ∑ j, ((ψ (j + 1) - 2 * ψ j + ψ (j - 1)) ^ 2
       - (24 * h ^ 2 * (ψ j * (fivePoint h V *ᵥ ψ) j)
@@ -64,5 +59,5 @@
       - ((ψ (j + 1) ^ 2 - ψ j ^ 2) + (ψ (j - 1) ^ 2 - ψ j ^ 2)
         + (ψ (j + 1) * ψ (j - 1) - ψ j * ψ (j - 2))
-        + (ψ (j + 1) * ψ (j - 1) - ψ j * ψ (j + 2)))) = 0 := by
+        + (ψ (j + 1) * ψ (j - 1) - ψ (j + 2) * ψ j))) = 0 := by
     refine Finset.sum_eq_zero fun j _ => ?_
     rw [(stencil_action h V ψ j).1, (stencil_action h V ψ j).2]
@@ -82,5 +77,5 @@
         nlinarith [sq_nonneg (ψ (j + 1) + ψ j), sq_nonneg (ψ j + ψ (j - 1)),
           sq_nonneg (ψ (j + 1) - ψ (j - 1))]
-    simp only [Finset.sum_add_distrib, ← Finset.mul_sum, s1, s2] at p
+    simp only [Finset.sum_add_distrib, ← Finset.mul_sum] at p
     simp only [dotProduct, ← sq]
     linarith
@@ -88,7 +83,7 @@
   refine ⟨hid, le_of_mul_le_mul_left (by linarith) hc, le_of_mul_le_mul_left ?_ hc⟩
   have e : (2 : ℝ) = 2 / (3 * h ^ 2) * (3 * h ^ 2) := (div_eq_iff (by positivity)).1 rfl
-  have e2 : 24 * h ^ 2 * (2 / (3 * h ^ 2) * (ψ ⬝ᵥ ψ)) = 16 * (ψ ⬝ᵥ ψ) := by
+  have e' : 24 * h ^ 2 * (2 / (3 * h ^ 2) * (ψ ⬝ᵥ ψ)) = 16 * (ψ ⬝ᵥ ψ) := by
     linear_combination (-8 * (ψ ⬝ᵥ ψ)) * e
-  rw [mul_add, e2]
+  rw [mul_add, e']
   linarith
 
```
